# Time-Step Errors of the Kinetic, Potential and Total Energy in the Split-Propagator Oscillator State

Suppose that a harmonic oscillator, in units with \(\hbar=m=\omega=1\), is projected towards its ground state in imaginary time, at time step \(\tau=0.2\), with a symmetric split propagator that has the half-steps of the potential on the outside. The expectation value of the Hamiltonian in the resulting state is \(0.500006\), where the exact value is \(0.5\). It would be natural to call the time step converged and to report the potential energy from the same run. That potential energy is \(0.24876\) instead of \(0.25\), an error two hundred times larger than that of the total. The kinetic energy is wrong by nearly the same amount in the other direction, and the sum hides both errors.

## Energies of the split-propagator Gaussian

Take \(\hbar=m=\omega=1\), so that the Hamiltonian is \(T+V\) with \(T=p^2/2\) and \(V=x^2/2\). The symmetric split propagator \(e^{-\tau V/2}e^{-\tau T}e^{-\tau V/2}\) has, up to a constant, the kernel

\[
\exp\!\left(-\tfrac{b}{2}x^2-\tfrac{b}{2}y^2+\tfrac{xy}{\tau}\right),\qquad b=\frac1\tau+\frac\tau2 .
\]

Applied to \(e^{-ay^2/2}\) with \(a>0\), it gives a Gaussian in \(x\) with exponent \(b-1/(\tau^2(a+b))\). The Gaussian reproduces itself when this equals \(a\), that is, when \(a^2=b^2-1/\tau^2=1+\tau^2/4\). Repeated application brings any starting exponent \(a>0\) to this value: since \(b\tau>1\), the map \(a\mapsto b-1/(\tau^2(a+b))\) keeps the exponent positive, and its derivative \(1/(\tau^2(a+b)^2)\) is less than \(1/(b\tau)^2<1\). The normalized state left after long projection from such a Gaussian is therefore

\[
\psi(x)=\left(\frac a\pi\right)^{1/4}e^{-ax^2/2},\qquad a=\sqrt{1+\tau^2/4}.
\]

For its energies we need the second moment of \(\psi^2\). Since \(x e^{-ax^2}\) vanishes at both ends of the line,

\[
0=\int\frac{d}{dx}\left(x e^{-ax^2}\right)dx=\int e^{-ax^2}dx-2a\int x^2e^{-ax^2}dx ,
\]

and so \(\langle x^2\rangle=1/(2a)\). With \(\psi'=-ax\psi\),

\[
\langle T\rangle=\tfrac12\int(\psi')^2dx=\frac{a^2}{2}\langle x^2\rangle=\frac a4,\qquad
\langle V\rangle=\tfrac12\langle x^2\rangle=\frac1{4a}.
\]

The exact ground state has \(a=1\), with energies \(1/4\), \(1/4\) and \(1/2\). The errors are

\[
\langle T\rangle-\frac14=\frac{a-1}{4},\qquad
\langle V\rangle-\frac14=-\frac{a-1}{4a},\qquad
\langle T+V\rangle-\frac12=\frac{(a-1)^2}{4a}.
\]

To leading order the first two are linear in \(a-1\), and at that order they cancel. From \((a-1)(a+1)=\tau^2/4\) we get \((a-1)/\tau^2=1/(4(a+1))\to1/8\). Dividing the errors by \(\tau^2\), \(\tau^2\) and \(\tau^4\) then gives the limits \(1/32\), \(-1/32\) and \((1/8)^2/4=1/256\).

There is also a bound at finite \(\tau\neq0\), where \(a>1\). Substituting \(\tau^2=4(a-1)(a+1)\),

\[
\frac{\tau^4}{256}=\frac{(a-1)^2(a+1)^2}{16}>\frac{(a-1)^2}{4a},
\]

because \(a(a+1)^2>4\).

For this one-parameter Gaussian family, the cancellation is the variational principle at work: the total energy is stationary at the exact ground state, while its two parts are not.

## The potential energy at the middle of a path

In a ground-state path-integral calculation for this oscillator, a path is a list of positions \(x_0,x_1,\dots,x_M\). Each link contributes a factor \(\exp(-(x_i-x_{i+1})^2/(2\tau))\). At each interior position two half-steps of the potential meet and give \(\exp(-\tau x_i^2/2)\). Far from both ends of a long path, a position is distributed as \(\psi^2\), and averaging \(x_i^2/2\) there estimates \(1/(4a)\).

At \(\tau=0.2\) this average tends to \(0.24876\), and at \(\tau=0.1\) to \(0.24969\): halving the step divides the error by about four. The total energy of the same state has an excess of \(6.2\times10^{-6}\) at the larger step and \(3.9\times10^{-7}\) at the smaller, a factor of about sixteen. An extrapolation to zero time step accordingly takes \(\tau^2\) as its leading term for the potential energy and \(\tau^4\) for this total.

## The state and its energies in Lean

```lean
import Mathlib

open MeasureTheory Filter Topology

namespace SplitOscillatorEstimators

noncomputable section
```

The wavefunction is left unnormalized.

```lean
/-- The function `exp (-a x² / 2)`; for `a > 0` it is an unnormalized Gaussian wavefunction. -/
def gaussianState (a : ℝ) : ℝ → ℝ := fun x => Real.exp (-a * x ^ 2 / 2)
```

Each energy is therefore divided by \(\int\psi^2\), which makes it the expectation value in the normalized state. The kinetic energy is written with the squared slope, as in the derivation above.

```lean
/-- Kinetic energy per unit norm of a real wavefunction, in units with `ħ = m = 1`; meant for
differentiable, square-integrable `ψ` of nonzero norm with square-integrable derivative. -/
def kineticEnergy (ψ : ℝ → ℝ) : ℝ := (∫ x, (deriv ψ x) ^ 2 / 2) / ∫ x, ψ x ^ 2

/-- Expectation value of the oscillator potential `x² / 2` per unit norm; meant for
square-integrable `ψ` of nonzero norm with `x ψ` square-integrable. -/
def potentialEnergy (ψ : ℝ → ℝ) : ℝ := (∫ x, x ^ 2 / 2 * ψ x ^ 2) / ∫ x, ψ x ^ 2

/-- Total oscillator energy, the sum of the kinetic and potential energies, on the common domain
of the two. -/
def totalEnergy (ψ : ℝ → ℝ) : ℝ := kineticEnergy ψ + potentialEnergy ψ
```

These definitions accept any real function, but they carry their physical meaning only for the wavefunctions described in their comments. The total is the expectation value of the true Hamiltonian in \(\psi\). It is neither the energy read off from the decay rate of the split propagator nor a mixed estimator with a trial function.

```lean
/-- The number `√(1 + τ² / 4)`; for `τ > 0` it is the Gaussian exponent of the split-propagator
state at time step `τ`. -/
def splitExponent (τ : ℝ) : ℝ := Real.sqrt (1 + τ ^ 2 / 4)
```

The time step enters the state only through `splitExponent`. This formula is a definition here: the propagator itself does not appear in the code, and the link between the two is the kernel calculation given earlier.

## Gaussian integrals and the exact energies

The first two lemmas supply \(\psi^2\propto e^{-ax^2}\) and \(\psi'=-ax\psi\).

```lean
/-- The square of `gaussianState a` at `x` is `exp (-a x²)`. -/
theorem gaussianState_sq (a x : ℝ) : gaussianState a x ^ 2 = Real.exp (-a * x ^ 2) := by
  simp only [gaussianState]
  rw [sq, ← Real.exp_add]
  congr 1
  ring

/-- The slope of the Gaussian state at `x` is `-a x` times the state. -/
theorem hasDerivAt_gaussianState (a x : ℝ) :
    HasDerivAt (gaussianState a) (-a * x * gaussianState a x) x := by
  have h : HasDerivAt (fun y : ℝ => -a * y ^ 2 / 2) (-a * x) x := by
    refine (((hasDerivAt_pow 2 x).const_mul (-a)).div_const 2).congr_deriv ?_
    show -a * (((2 : ℕ) : ℝ) * x ^ 1) / 2 = -a * x
    push_cast
    ring
  exact h.exp.congr_deriv (by simp only [gaussianState]; ring)
```

The second moment follows from the vanishing integral of a total derivative. In the proof, `i0`, `i1` and `i2` establish that the Gaussian times \(1\), \(x\) and \(x^2\) is integrable, `hd` computes the derivative of \(xe^{-ax^2}\), and `h0` says that its integral is zero.

```lean
/-- For `a > 0`, the second moment of `exp (-a x²)` times `2 a` equals its total weight. -/
theorem gaussian_second_moment {a : ℝ} (ha : 0 < a) :
    2 * a * ∫ x : ℝ, x ^ 2 * Real.exp (-a * x ^ 2) = ∫ x : ℝ, Real.exp (-a * x ^ 2) := by
  have i0 : Integrable (fun x : ℝ => Real.exp (-a * x ^ 2)) := integrable_exp_neg_mul_sq ha
  have i1 : Integrable (fun x : ℝ => x * Real.exp (-a * x ^ 2)) :=
    integrable_mul_exp_neg_mul_sq ha
  have i2 : Integrable (fun x : ℝ => x ^ 2 * Real.exp (-a * x ^ 2)) := by
    have h := integrable_rpow_mul_exp_neg_mul_sq ha (s := 2) (by norm_num)
    simpa only [Real.rpow_two] using h
  have hd : ∀ x : ℝ, HasDerivAt (fun y : ℝ => y * Real.exp (-a * y ^ 2))
      (Real.exp (-a * x ^ 2) - 2 * a * (x ^ 2 * Real.exp (-a * x ^ 2))) x := by
    intro x
    have h : HasDerivAt (fun y : ℝ => -a * y ^ 2) (-a * (2 * x)) x := by
      refine ((hasDerivAt_pow 2 x).const_mul (-a)).congr_deriv ?_
      show -a * (((2 : ℕ) : ℝ) * x ^ 1) = -a * (2 * x)
      push_cast
      ring
    exact ((hasDerivAt_id' x).fun_mul h.exp).congr_deriv (by ring)
  -- the integral of a total derivative vanishes
  have h0 : ∫ x : ℝ, (Real.exp (-a * x ^ 2) - 2 * a * (x ^ 2 * Real.exp (-a * x ^ 2))) = 0 :=
    integral_eq_zero_of_hasDerivAt_of_integrable hd (i0.sub (i2.const_mul (2 * a))) i1
  rw [integral_sub i0 (i2.const_mul (2 * a)), integral_const_mul] at h0
  linear_combination -h0
```

For the energies, `hk` and `hv` rewrite both numerators as multiples of the second moment, and `hn` rewrites the norm. The norm is nonzero by `hI`, so the quotients can be cleared, and the moment identity `hm` finishes both parts.

```lean
/-- For `a > 0`, the Gaussian state has kinetic energy `a / 4` and potential energy
`1 / (4 a)`. -/
theorem gaussian_energies {a : ℝ} (ha : 0 < a) :
    kineticEnergy (gaussianState a) = a / 4 ∧
      potentialEnergy (gaussianState a) = 1 / (4 * a) := by
  have hm := gaussian_second_moment ha
  have hI : (∫ x : ℝ, Real.exp (-a * x ^ 2)) ≠ 0 := by
    rw [integral_gaussian]
    positivity
  have hn : (fun x => gaussianState a x ^ 2) = fun x => Real.exp (-a * x ^ 2) :=
    funext (gaussianState_sq a)
  have hk : (fun x => (deriv (gaussianState a) x) ^ 2 / 2) =
      fun x => a ^ 2 / 2 * (x ^ 2 * Real.exp (-a * x ^ 2)) := by
    funext x
    rw [(hasDerivAt_gaussianState a x).deriv, mul_pow, gaussianState_sq]
    ring
  have hv : (fun x => x ^ 2 / 2 * gaussianState a x ^ 2) =
      fun x => 1 / 2 * (x ^ 2 * Real.exp (-a * x ^ 2)) := by
    funext x
    rw [gaussianState_sq]
    ring
  constructor
  · unfold kineticEnergy
    rw [hk, hn, integral_const_mul, div_eq_iff hI]
    linear_combination (a / 4) * hm
  · unfold potentialEnergy
    rw [hv, hn, integral_const_mul, div_eq_div_iff hI (by positivity)]
    linear_combination hm
```

Adding the two energies gives the excess as a perfect square over \(4a\).

```lean
/-- For `a > 0`, the total energy of the Gaussian state exceeds `1 / 2` by `(a - 1)² / (4 a)`, which
is quadratic in `a - 1` to leading order near `a = 1`. -/
theorem total_energy_excess {a : ℝ} (ha : 0 < a) :
    totalEnergy (gaussianState a) - 1 / 2 = (a - 1) ^ 2 / (4 * a) := by
  have h4 : 4 * a ≠ 0 := by positivity
  unfold totalEnergy
  rw [(gaussian_energies ha).1, (gaussian_energies ha).2, eq_div_iff h4]
  linear_combination one_div_mul_cancel h4
```

## From the exponent to the scaled errors

The next theorem separates the energy errors from the particular form of \(a(\tau)\). It assumes only that \((a(\tau)-1)/\tau^2\) tends to some number \(c\), which measures how strongly the time step distorts the width of the Gaussian. The notation `𝓝[>] 0` means that \(\tau\) approaches zero from above.

```lean
/-- If the exponent of a Gaussian state deviates from `1` by `c τ²` to leading order as `τ → 0⁺`,
the kinetic and potential errors over `τ²` tend to `c / 4` and `-c / 4`, and the total-energy
error over `τ⁴` tends to `c² / 4`. -/
theorem errors_of_exponent {a : ℝ → ℝ} {c : ℝ}
    (h : Tendsto (fun τ => (a τ - 1) / τ ^ 2) (𝓝[>] 0) (𝓝 c)) :
    Tendsto (fun τ => (kineticEnergy (gaussianState (a τ)) - 1 / 4) / τ ^ 2)
        (𝓝[>] 0) (𝓝 (c / 4)) ∧
      Tendsto (fun τ => (potentialEnergy (gaussianState (a τ)) - 1 / 4) / τ ^ 2)
        (𝓝[>] 0) (𝓝 (-c / 4)) ∧
      Tendsto (fun τ => (totalEnergy (gaussianState (a τ)) - 1 / 2) / τ ^ 4)
        (𝓝[>] 0) (𝓝 (c ^ 2 / 4)) := by
  have hτ : Tendsto (fun τ : ℝ => τ ^ 2) (𝓝[>] 0) (𝓝 0) := by
    have h2 : Tendsto (fun τ : ℝ => τ ^ 2) (𝓝 0) (𝓝 (0 ^ 2)) := (continuous_pow 2).tendsto 0
    rw [zero_pow two_ne_zero] at h2
    exact h2.mono_left nhdsWithin_le_nhds
  -- the exponent itself tends to its exact value, so it is eventually positive
  have ha : Tendsto a (𝓝[>] 0) (𝓝 1) := by
    have h2 := (h.mul hτ).add_const 1
    rw [mul_zero, zero_add] at h2
    refine h2.congr' ?_
    filter_upwards [self_mem_nhdsWithin] with τ ht
    have h0 : τ ≠ 0 := (Set.mem_Ioi.mp ht).ne'
    show (a τ - 1) / τ ^ 2 * τ ^ 2 + 1 = a τ
    rw [div_mul_cancel₀ _ (pow_ne_zero 2 h0)]
    ring
  have hpos : ∀ᶠ τ in 𝓝[>] (0 : ℝ), 0 < a τ :=
    ha.eventually (eventually_gt_nhds zero_lt_one)
  have h4 : (4 : ℝ) * 1 ≠ 0 := by norm_num
  refine ⟨(h.div_const 4).congr' ?_, ?_, ?_⟩
  · filter_upwards [hpos] with τ hp
    rw [(gaussian_energies hp).1]
    ring
  · have hl := h.neg.div (ha.const_mul 4) h4
    rw [mul_one] at hl
    refine hl.congr' ?_
    filter_upwards [hpos] with τ hp
    have hne : 4 * a τ ≠ 0 := by positivity
    have e : 1 / (4 * a τ) - 1 / 4 = -(a τ - 1) / (4 * a τ) := by
      rw [eq_div_iff hne]
      linear_combination one_div_mul_cancel hne
    rw [(gaussian_energies hp).2, e]
    show -((a τ - 1) / τ ^ 2) / (4 * a τ) = -(a τ - 1) / (4 * a τ) / τ ^ 2
    ring
  · have hl := (h.pow 2).div (ha.const_mul 4) h4
    rw [mul_one] at hl
    refine hl.congr' ?_
    filter_upwards [hpos] with τ hp
    rw [total_energy_excess hp]
    show ((a τ - 1) / τ ^ 2) ^ 2 / (4 * a τ) = (a τ - 1) ^ 2 / (4 * a τ) / τ ^ 4
    ring
```

Multiplying the assumed limit by \(\tau^2\to0\) shows that \(a(\tau)\to1\), which is `ha`. Hence \(a(\tau)\) is positive for all sufficiently small \(\tau>0\), as `hpos` records, and the energy formulas apply there. Each of the three limits is then the limit of an explicit quotient, with `filter_upwards` restricting attention to those small time steps.

For the split propagator, the two properties needed are that \(a\) is positive and that \(a^2=1+\tau^2/4\).

```lean
/-- The split-propagator exponent is positive and its square is `1 + τ² / 4`. -/
theorem splitExponent_spec (τ : ℝ) :
    0 < splitExponent τ ∧ splitExponent τ ^ 2 = 1 + τ ^ 2 / 4 :=
  ⟨Real.sqrt_pos.mpr (by positivity), Real.sq_sqrt (by positivity)⟩
```

The main theorem has four parts: the energies \(a/4\) and \(1/(4a)\) at every \(\tau>0\), and the three limits.

```lean
/-- At every time step `τ > 0`, the Gaussian state with exponent `a = √(1 + τ² / 4)` has kinetic
energy `a / 4` and potential energy `1 / (4 a)`. As `τ → 0⁺` their errors over `τ²` tend to `1 / 32`
and `-1 / 32`, while the total-energy error over `τ⁴` tends to `1 / 256`. -/
theorem split_estimator_errors :
    (∀ τ > 0, kineticEnergy (gaussianState (splitExponent τ)) = splitExponent τ / 4 ∧
      potentialEnergy (gaussianState (splitExponent τ)) = 1 / (4 * splitExponent τ)) ∧
    Tendsto (fun τ => (kineticEnergy (gaussianState (splitExponent τ)) - 1 / 4) / τ ^ 2)
      (𝓝[>] 0) (𝓝 (1 / 32)) ∧
    Tendsto (fun τ => (potentialEnergy (gaussianState (splitExponent τ)) - 1 / 4) / τ ^ 2)
      (𝓝[>] 0) (𝓝 (-1 / 32)) ∧
    Tendsto (fun τ => (totalEnergy (gaussianState (splitExponent τ)) - 1 / 2) / τ ^ 4)
      (𝓝[>] 0) (𝓝 (1 / 256)) := by
  have hc : Continuous (fun τ : ℝ => Real.sqrt (1 + τ ^ 2 / 4)) := by fun_prop
  have h0 : splitExponent 0 = 1 := by simp [splitExponent]
  have ha : Tendsto splitExponent (𝓝[>] 0) (𝓝 1) := by
    rw [← h0]
    exact (hc.tendsto 0).mono_left nhdsWithin_le_nhds
  -- (a - 1) / τ² = 1 / (4 (a + 1)), which tends to 1 / 8
  have h : Tendsto (fun τ => (splitExponent τ - 1) / τ ^ 2) (𝓝[>] 0) (𝓝 (1 / 8)) := by
    have hl : Tendsto (fun τ => 1 / (4 * (splitExponent τ + 1))) (𝓝[>] 0)
        (𝓝 (1 / (4 * (1 + 1)))) :=
      tendsto_const_nhds.div ((ha.add_const 1).const_mul 4) (by norm_num)
    have e : (1 : ℝ) / (4 * (1 + 1)) = 1 / 8 := by norm_num
    rw [e] at hl
    refine hl.congr' ?_
    filter_upwards [self_mem_nhdsWithin] with τ ht
    have hτ : τ ≠ 0 := (Set.mem_Ioi.mp ht).ne'
    obtain ⟨hp, hsq⟩ := splitExponent_spec τ
    rw [div_eq_div_iff (by positivity) (pow_ne_zero 2 hτ)]
    linear_combination -4 * hsq
  obtain ⟨hk, hv, he⟩ := errors_of_exponent h
  have e1 : (1 / 8 : ℝ) / 4 = 1 / 32 := by norm_num
  have e2 : -(1 / 8 : ℝ) / 4 = -1 / 32 := by norm_num
  have e3 : (1 / 8 : ℝ) ^ 2 / 4 = 1 / 256 := by norm_num
  rw [e1] at hk
  rw [e2] at hv
  rw [e3] at he
  exact ⟨fun τ _ => gaussian_energies (splitExponent_spec τ).1, hk, hv, he⟩
```

Its proof obtains \(a\to1\) from continuity of the square root. It then rewrites \((a-1)/\tau^2\) as \(1/(4(a+1))\), so that `h` gives \(c=1/8\). The general theorem returns \(c/4\), \(-c/4\) and \(c^2/4\), which `e1`, `e2` and `e3` evaluate.

## A bound at finite time step

The last theorem involves no limit. It holds for every nonzero \(\tau\), of either sign since only \(\tau^2\) enters, and places the total energy strictly between \(1/2\) and \(1/2+\tau^4/256\). In the proof, `hd` is \(a>1\), `h4` expresses \(\tau^4\) through \(a\), and `h5` is the inequality \(a(a+1)^2>4\).

```lean
/-- For every real `τ ≠ 0`, the total energy of the Gaussian state with exponent `√(1 + τ² / 4)`
lies strictly above `1 / 2`, by less than `τ⁴ / 256`. -/
theorem total_energy_error_bounds {τ : ℝ} (hτ : τ ≠ 0) :
    0 < totalEnergy (gaussianState (splitExponent τ)) - 1 / 2 ∧
      totalEnergy (gaussianState (splitExponent τ)) - 1 / 2 < τ ^ 4 / 256 := by
  obtain ⟨hp, hsq⟩ := splitExponent_spec τ
  rw [total_energy_excess hp]
  generalize splitExponent τ = a at hp hsq ⊢
  have hτ2 : 0 < τ ^ 2 := by positivity
  have hd : 0 < a - 1 := by nlinarith
  have hd2 : 0 < (a - 1) ^ 2 := pow_pos hd 2
  refine ⟨by positivity, ?_⟩
  -- express the time step through the exponent
  have h2 : τ ^ 2 = 4 * (a ^ 2 - 1) := by linarith
  have h4 : τ ^ 4 = 16 * ((a - 1) ^ 2 * (a + 1) ^ 2) := by
    calc τ ^ 4 = (τ ^ 2) ^ 2 := by ring
      _ = 16 * ((a - 1) ^ 2 * (a + 1) ^ 2) := by rw [h2]; ring
  have h5 : 0 < (a + 1) ^ 2 * a - 4 := by nlinarith [pow_pos hd 3]
  rw [div_lt_iff₀ (by positivity), h4]
  nlinarith [mul_pos hd2 h5]

end

end SplitOscillatorEstimators
```

```lean
#print axioms SplitOscillatorEstimators.split_estimator_errors
#print axioms SplitOscillatorEstimators.total_energy_error_bounds
```

```
'SplitOscillatorEstimators.split_estimator_errors' depends on axioms: [propext, Classical.choice, Quot.sound]
'SplitOscillatorEstimators.total_energy_error_bounds' depends on axioms: [propext, Classical.choice, Quot.sound]
```
